# The kinetic matrix element of two concentric correlated Gaussians as a trace times their overlap

## Particles coupled through the exponent

In a few-particle system, a Gaussian whose exponent mixes the coordinates of different particles carries their correlation directly. A variational calculation that expands the wavefunction linearly in such functions uses the kinetic matrix element between each pair of basis functions. For Gaussians centred at the origin, that element reduces to matrix algebra.

Let $x\in\mathbb R^n$ collect the coordinates along one Cartesian direction, and let $f_A(x)=e^{-x^TAx}$. The matrix $\Lambda$ holds the inverse masses, with $\hbar=1$.

## The matrix element

Let $A,B$ be real symmetric, $C=A+B$ positive definite and $S=\sqrt{\pi^n/\det C}$, the overlap. Then

$$\int\tfrac12\nabla f_A^T\Lambda\nabla f_B\,dx=\mathrm{tr}(AC^{-1}B\Lambda)\,S .$$

In $d$ directions, with the same exponent matrix in each, the element is $d\,\mathrm{tr}(AC^{-1}B\Lambda)\,S^d$; $d=3$ gives the factor 3.

In Lean, `ecg A` is $f_A$, `grad` takes partial derivatives from `fderiv`, and `kineticDensity` is the integrand. `kinetic_element` and `kinetic_element_dim` state integrability as well as the value. `Λ` is any real matrix. In `totalKineticDensity`, `r k` holds all particles' coordinates along direction `k`, and `Function.update` varies only those. The gradient form of the kinetic energy is taken as the definition. Shifted centres, polynomial prefactors and permutation symmetry are not covered.

## Derivation

Since $A$ is symmetric, $\nabla f_A=-2f_A\,Ax$, and likewise for $B$. The integrand is therefore $2\,x^TA\Lambda Bx\,e^{-x^TCx}$.

Write $C=M^TM$ and $y=Mx$, so $dx=dy/\sqrt{\det C}$. The one-dimensional integrals of $e^{-t^2}$, $te^{-t^2}$ and $t^2e^{-t^2}$ are $\sqrt\pi$, $0$ and $\sqrt\pi/2$, hence

$$\int y_iy_j\,e^{-|y|^2}dy=\tfrac12\delta_{ij}\pi^{n/2}.$$

For any matrix $K$, using $M^{-1}M^{-T}=C^{-1}$,

$$\int x^TKx\,e^{-x^TCx}dx=\tfrac12\mathrm{tr}(M^{-T}KM^{-1})\,S=\tfrac12\mathrm{tr}(KC^{-1})\,S.$$

With $K=2A\Lambda B$ this is $\mathrm{tr}(A\Lambda BC^{-1})S=\mathrm{tr}(BC^{-1}A\Lambda)S$. Finally,

$$BC^{-1}A=(C-A)C^{-1}A=A-AC^{-1}A=AC^{-1}(C-A)=AC^{-1}B.$$

In $d$ directions, each term of the sum is one kinetic integral times $d-1$ overlaps, $\mathrm{tr}(AC^{-1}B\Lambda)S^d$, and there are $d$ terms.

## One coordinate, and a divergent pair

For $n=1$ and $A=B=a>0$, $\Lambda=\lambda$, dividing by the overlap gives the normalised kinetic energy $\lambda a/2$ per direction, or $3\lambda a/2$ in three dimensions.

Without positive definiteness of $C$, take $n=1$, $A=1$, $B=-1$, $\Lambda=1$. The density is $-2x^2$, which is not integrable. Here $f_B=e^{x^2}$ is not normalisable, so it is not a physical state.

## The Lean file

```lean
import Mathlib

open MeasureTheory Matrix
open scoped Real

namespace CorrelatedGaussianKinetic

noncomputable section

variable {n : ℕ} {A B C : Matrix (Fin n) (Fin n) ℝ}

/-- The correlated Gaussian `exp(-xᵀ A x)` in one Cartesian direction. -/
def ecg (A : Matrix (Fin n) (Fin n) ℝ) (x : Fin n → ℝ) : ℝ :=
  Real.exp (-(x ⬝ᵥ A *ᵥ x))

/-- The gradient, as the vector of partial derivatives. -/
def grad (f : (Fin n → ℝ) → ℝ) (x : Fin n → ℝ) : Fin n → ℝ :=
  fun i => fderiv ℝ f x (Pi.single i 1)

/-- The kinetic energy density `(1/2) ∇fᵀ Λ ∇g` with inverse-mass matrix `Λ`. -/
def kineticDensity (Λ : Matrix (Fin n) (Fin n) ℝ) (f g : (Fin n → ℝ) → ℝ)
    (x : Fin n → ℝ) : ℝ :=
  1 / 2 * (grad f x ⬝ᵥ Λ *ᵥ grad g x)

/-- The correlated Gaussian in `d` Cartesian directions; `r k` collects the coordinates
of all particles along direction `k`. -/
def ecgProd {d : ℕ} (A : Matrix (Fin n) (Fin n) ℝ) (r : Fin d → Fin n → ℝ) : ℝ :=
  ∏ k, ecg A (r k)

/-- The kinetic energy density in `d` directions: the sum over directions `k` of the density
obtained by varying only the coordinates along `k`. -/
def totalKineticDensity {d : ℕ} (Λ : Matrix (Fin n) (Fin n) ℝ)
    (f g : (Fin d → Fin n → ℝ) → ℝ) (r : Fin d → Fin n → ℝ) : ℝ :=
  ∑ k, kineticDensity Λ (fun y => f (Function.update r k y))
    (fun y => g (Function.update r k y)) (r k)

/-- The gradient of `a exp(-xᵀ A x)` is `-2 a exp(-xᵀ A x) A x` for symmetric `A`. -/
theorem grad_ecg (hA : A.IsSymm) (a : ℝ) (x : Fin n → ℝ) :
    grad (fun y => a * ecg A y) x = (-2 * a * ecg A x) • (A *ᵥ x) := by
  have hdiff : Differentiable ℝ (ecg A) := by
    unfold ecg
    simp only [dotProduct, mulVec]
    fun_prop
  ext i
  -- along a coordinate line the exponent is a quadratic polynomial
  have hq : ∀ t : ℝ, ecg A (x + t • (Pi.single i 1 : Fin n → ℝ)) =
      Real.exp (-(x ⬝ᵥ A *ᵥ x + 2 * (A *ᵥ x) i * t + A i i * t ^ 2)) := by
    intro t
    have hs : x ⬝ᵥ A *ᵥ (Pi.single i 1 : Fin n → ℝ) = (A *ᵥ x) i := by
      rw [dotProduct_mulVec, ← mulVec_transpose, hA.eq, dotProduct_single, mul_one]
    have hii : (A *ᵥ (Pi.single i 1 : Fin n → ℝ)) i = A i i := by simp
    unfold ecg
    congr 2
    simp only [mulVec_add, mulVec_smul, add_dotProduct, dotProduct_add, smul_dotProduct,
      dotProduct_smul, hs, single_dotProduct, hii, smul_eq_mul]
    ring
  have h1 : HasDerivAt (fun t : ℝ => -(x ⬝ᵥ A *ᵥ x + 2 * (A *ᵥ x) i * t + A i i * t ^ 2))
      (-(2 * (A *ᵥ x) i)) 0 := by
    have := ((((hasDerivAt_id' (0 : ℝ)).const_mul (2 * (A *ᵥ x) i)).const_add
      (x ⬝ᵥ A *ᵥ x)).fun_add ((hasDerivAt_pow 2 (0 : ℝ)).const_mul (A i i))).fun_neg
    exact this.congr_deriv (by simp)
  have hd := (hdiff x).lineDeriv_eq_fderiv (v := (Pi.single i 1 : Fin n → ℝ))
  rw [lineDeriv, funext hq, h1.exp.deriv] at hd
  change fderiv ℝ (fun y => a * ecg A y) x (Pi.single i 1) = _
  rw [fderiv_const_mul (hdiff x) a, _root_.smul_apply, ← hd]
  simp only [Pi.smul_apply, smul_eq_mul, ecg, mul_zero, add_zero, ne_eq,
    OfNat.ofNat_ne_zero, not_false_eq_true, zero_pow]
  ring

/-- The product of two concentric Gaussians is the Gaussian of the summed exponents. -/
theorem ecg_mul (A B : Matrix (Fin n) (Fin n) ℝ) (x : Fin n → ℝ) :
    ecg A x * ecg B x = ecg (A + B) x := by
  rw [ecg, ecg, ecg, ← Real.exp_add, add_mulVec, dotProduct_add]
  congr 1
  ring

/-- The kinetic density of two scaled Gaussians is a quadratic form times the Gaussian
of `A + B`. -/
theorem kineticDensity_ecg (hA : A.IsSymm) (hB : B.IsSymm) (Λ : Matrix (Fin n) (Fin n) ℝ)
    (a b : ℝ) (x : Fin n → ℝ) :
    kineticDensity Λ (fun y => a * ecg A y) (fun y => b * ecg B y) x =
      a * b * ((0 + x ⬝ᵥ ((2 : ℝ) • (A * Λ * B)) *ᵥ x) * ecg (A + B) x) := by
  have h : x ⬝ᵥ (A * Λ * B) *ᵥ x = (A *ᵥ x) ⬝ᵥ Λ *ᵥ (B *ᵥ x) := by
    rw [← mulVec_mulVec, ← mulVec_mulVec, dotProduct_mulVec x A, ← mulVec_transpose, hA.eq]
  rw [kineticDensity, grad_ecg hA, grad_ecg hB, ← ecg_mul, smul_mulVec, dotProduct_smul, h,
    mulVec_smul, smul_dotProduct, dotProduct_smul]
  simp only [smul_eq_mul]
  ring

/-- Second moments of the unit Gaussian: `∫ yᵢ yⱼ exp(-|y|²) = δᵢⱼ π^(n/2) / 2`. -/
theorem standard_moment (i j : Fin n) :
    Integrable (fun y : Fin n → ℝ => y i * y j * ecg 1 y) ∧
      ∫ y : Fin n → ℝ, y i * y j * ecg 1 y = if i = j then (√π) ^ n / 2 else 0 := by
  have h0 : Integrable fun t : ℝ => Real.exp (-t ^ 2) := by
    simpa using integrable_exp_neg_mul_sq (b := 1) one_pos
  have h1 : Integrable fun t : ℝ => t * Real.exp (-t ^ 2) := by
    simpa using integrable_mul_exp_neg_mul_sq (b := 1) one_pos
  have h2 : Integrable fun t : ℝ => t ^ 2 * Real.exp (-t ^ 2) := by
    simpa using integrable_rpow_mul_exp_neg_mul_sq (b := 1) one_pos (s := 2) (by norm_num)
  have I0 : ∫ t : ℝ, Real.exp (-t ^ 2) = √π := by simpa using integral_gaussian 1
  have hd : ∀ t : ℝ, HasDerivAt (fun t : ℝ => Real.exp (-t ^ 2))
      (-2 * (t * Real.exp (-t ^ 2))) t := fun t =>
    (hasDerivAt_pow 2 t).fun_neg.exp.congr_deriv (by norm_num; ring)
  have hd2 : ∀ t : ℝ, HasDerivAt (fun t : ℝ => t * Real.exp (-t ^ 2))
      (Real.exp (-t ^ 2) - 2 * (t ^ 2 * Real.exp (-t ^ 2))) t := fun t =>
    ((hasDerivAt_id' t).fun_mul (hd t)).congr_deriv (by ring)
  -- total derivatives integrate to zero
  have I1 : ∫ t : ℝ, t * Real.exp (-t ^ 2) = 0 := by
    have := integral_eq_zero_of_hasDerivAt_of_integrable hd (h1.const_mul (-2)) h0
    rw [integral_const_mul] at this
    linarith
  have I2 : ∫ t : ℝ, t ^ 2 * Real.exp (-t ^ 2) = √π / 2 := by
    have := integral_eq_zero_of_hasDerivAt_of_integrable hd2 (h0.sub (h2.const_mul 2)) h1
    rw [integral_sub h0 (h2.const_mul 2), integral_const_mul, I0] at this
    linarith
  let w : Fin n → ℝ → ℝ := fun k t =>
    (if k = i then t else 1) * (if k = j then t else 1) * Real.exp (-t ^ 2)
  have hw : (fun y : Fin n → ℝ => y i * y j * ecg 1 y) = fun y => ∏ k, w k (y k) := by
    funext y
    simp only [w, Finset.prod_mul_distrib, ← Real.exp_sum, Finset.prod_ite_eq',
      Finset.mem_univ, ↓reduceIte, ecg, one_mulVec, dotProduct, Finset.sum_neg_distrib, pow_two]
  have wi : ∀ k, Integrable (w k) := by
    intro k
    by_cases a : k = i <;> by_cases b : k = j
    · simpa only [w, if_pos a, if_pos b, ← pow_two] using h2
    · simpa only [w, if_pos a, if_neg b, mul_one] using h1
    · simpa only [w, if_neg a, if_pos b, one_mul] using h1
    · simpa only [w, if_neg a, if_neg b, one_mul] using h0
  rw [hw]
  refine ⟨Integrable.fintype_prod wi, ?_⟩
  rw [integral_fintype_prod_volume_eq_prod (f := w)]
  split_ifs with h
  · have hk : ∀ k, ∫ t, w k t = √π * (if k = i then 1 / 2 else 1) := by
      intro k
      by_cases a : k = i
      · simp only [w, if_pos a, if_pos (a.trans h), ← pow_two, I2]
        ring
      · have b : ¬ k = j := fun e => a (e.trans h.symm)
        simp only [w, if_neg a, if_neg b, one_mul, mul_one, I0]
    rw [Finset.prod_congr rfl fun k _ => hk k]
    simp only [Finset.prod_mul_distrib, Finset.prod_const, Finset.card_univ, Fintype.card_fin,
      Finset.prod_ite_eq', Finset.mem_univ, ↓reduceIte]
    ring
  · refine Finset.prod_eq_zero (Finset.mem_univ i) ?_
    simp only [w, ↓reduceIte, if_neg h, mul_one, I1]

/-- The integral of a constant plus a quadratic form against the unit Gaussian. -/
theorem standard_quadratic (c : ℝ) (K : Matrix (Fin n) (Fin n) ℝ) :
    Integrable (fun y : Fin n → ℝ => (c + y ⬝ᵥ K *ᵥ y) * ecg 1 y) ∧
      ∫ y : Fin n → ℝ, (c + y ⬝ᵥ K *ᵥ y) * ecg 1 y = (c + K.trace / 2) * (√π) ^ n := by
  have he : (ecg 1 : (Fin n → ℝ) → ℝ) = fun y => ∏ k, Real.exp (-(y k) ^ 2) := by
    funext y
    simp only [ecg, one_mulVec, dotProduct, ← Real.exp_sum, Finset.sum_neg_distrib, pow_two]
  have h0 : Integrable (ecg 1 : (Fin n → ℝ) → ℝ) := by
    rw [he]
    exact Integrable.fintype_prod (f := fun _ t => Real.exp (-t ^ 2)) fun _ => by
      simpa using integrable_exp_neg_mul_sq (b := 1) one_pos
  have I0 : ∫ y : Fin n → ℝ, ecg 1 y = (√π) ^ n := by
    have h : ∫ t : ℝ, Real.exp (-t ^ 2) = √π := by simpa using integral_gaussian 1
    rw [he, integral_fintype_prod_volume_eq_prod (f := fun _ t => Real.exp (-t ^ 2))]
    simp only [h, Finset.prod_const, Finset.card_univ, Fintype.card_fin]
  have hs : (fun y : Fin n → ℝ => (c + y ⬝ᵥ K *ᵥ y) * ecg 1 y) =
      fun y => c * ecg 1 y + ∑ i, ∑ j, K i j * (y i * y j * ecg 1 y) := by
    funext y
    simp only [dotProduct, mulVec, add_mul, Finset.sum_mul, Finset.mul_sum]
    congr 1
    exact Finset.sum_congr rfl fun i _ => Finset.sum_congr rfl fun j _ => by ring
  have hm := fun i j : Fin n => (standard_moment i j).1.const_mul (K i j)
  have hv := fun i j : Fin n => (standard_moment i j).2
  have hI := MeasureTheory.integrable_finsetSum Finset.univ fun i _ =>
    MeasureTheory.integrable_finsetSum Finset.univ fun j _ => hm i j
  rw [hs]
  refine ⟨(h0.const_mul c).add hI, ?_⟩
  have hrow : ∀ i, ∫ y : Fin n → ℝ, ∑ j, K i j * (y i * y j * ecg 1 y) =
      K i i * ((√π) ^ n / 2) := by
    intro i
    rw [MeasureTheory.integral_finsetSum _ fun j _ => hm i j]
    simp only [integral_const_mul, hv]
    simp
  rw [integral_add (h0.const_mul c) hI, integral_const_mul, I0,
    MeasureTheory.integral_finsetSum _ fun i _ => MeasureTheory.integrable_finsetSum _ fun j _ => hm i j]
  simp only [hrow, trace, diag_apply, ← Finset.sum_mul]
  ring

/-- A positive definite exponent matrix factors as `C = Mᵀ M`. -/
theorem exists_factor (hC : C.PosDef) : ∃ M : Matrix (Fin n) (Fin n) ℝ, C = Mᵀ * M := by
  obtain ⟨U, l, hl, h⟩ : ∃ (U : Matrix (Fin n) (Fin n) ℝ) (l : Fin n → ℝ),
      (∀ i, 0 ≤ l i) ∧ C = U * diagonal l * Uᵀ := by
    refine ⟨hC.isHermitian.eigenvectorUnitary, hC.isHermitian.eigenvalues,
      fun i => (hC.eigenvalues_pos i).le, ?_⟩
    have h := hC.isHermitian.spectral_theorem
    rw [Unitary.conjStarAlgAut_apply] at h
    exact h
  have hd : diagonal (fun i => √(l i)) * diagonal (fun i => √(l i)) = diagonal l := by
    rw [diagonal_mul_diagonal]
    congr 1
    ext i
    exact Real.mul_self_sqrt (hl i)
  refine ⟨diagonal (fun i => √(l i)) * Uᵀ, ?_⟩
  rw [transpose_mul, transpose_transpose, diagonal_transpose, h, ← hd]
  simp only [Matrix.mul_assoc]

/-- The integral of a constant plus a quadratic form `K` against the Gaussian of a positive
definite `C` is `(c + tr(K C⁻¹)/2) √(πⁿ/det C)`. -/
theorem gaussian_quadratic (hC : C.PosDef) (c : ℝ) (K : Matrix (Fin n) (Fin n) ℝ) :
    Integrable (fun x : Fin n → ℝ => (c + x ⬝ᵥ K *ᵥ x) * ecg C x) ∧
      ∫ x : Fin n → ℝ, (c + x ⬝ᵥ K *ᵥ x) * ecg C x =
        (c + (K * C⁻¹).trace / 2) * √(π ^ n / C.det) := by
  obtain ⟨M, hM⟩ := exists_factor hC
  have hdet : C.det = M.det ^ 2 := by rw [hM, det_mul, det_transpose, pow_two]
  have hM0 : M.det ≠ 0 := by
    intro h
    have := hC.det_pos
    rw [hdet, h] at this
    norm_num at this
  have h2 : M⁻¹ * M = 1 := nonsing_inv_mul M hM0.isUnit
  have h1 : Mᵀ * M⁻¹ᵀ = 1 := by rw [← transpose_mul, h2, transpose_one]
  have hform : ∀ (N : Matrix (Fin n) (Fin n) ℝ) (x : Fin n → ℝ),
      (M *ᵥ x) ⬝ᵥ N *ᵥ (M *ᵥ x) = x ⬝ᵥ (Mᵀ * N * M) *ᵥ x := by
    intro N x
    rw [← mulVec_mulVec, ← mulVec_mulVec, dotProduct_mulVec x Mᵀ, vecMul_transpose]
  have hK : Mᵀ * (M⁻¹ᵀ * K * M⁻¹) * M = K := by
    calc Mᵀ * (M⁻¹ᵀ * K * M⁻¹) * M = (Mᵀ * M⁻¹ᵀ) * K * (M⁻¹ * M) := by
          simp only [Matrix.mul_assoc]
      _ = K := by rw [h1, h2, Matrix.one_mul, Matrix.mul_one]
  have htr : (M⁻¹ᵀ * K * M⁻¹).trace = (K * C⁻¹).trace := by
    rw [hM, Matrix.mul_inv_rev, ← transpose_nonsing_inv, Matrix.mul_assoc, trace_mul_comm,
      Matrix.mul_assoc]
  -- substitute y = M x
  obtain ⟨hi, hval⟩ := standard_quadratic c (M⁻¹ᵀ * K * M⁻¹)
  set g : (Fin n → ℝ) → ℝ := fun y => (c + y ⬝ᵥ (M⁻¹ᵀ * K * M⁻¹) *ᵥ y) * ecg 1 y with hg
  have hfun : (fun x : Fin n → ℝ => (c + x ⬝ᵥ K *ᵥ x) * ecg C x) =
      fun x => g (toLin' M x) := by
    funext x
    simp only [hg, toLin'_apply, ecg, hform, hK, Matrix.mul_one, ← hM]
  have hmap := Real.map_matrix_volume_pi_eq_smul_volume_pi hM0
  have hmeas : Measurable (toLin' M) :=
    (toLin' M).continuous_of_finiteDimensional.measurable
  have hi' : Integrable g (Measure.map (toLin' M) volume) := by
    rw [hmap]
    exact hi.smul_measure ENNReal.ofReal_ne_top
  rw [hfun]
  refine ⟨hi'.comp_measurable hmeas, ?_⟩
  have hpi : √(π ^ n) = (√π) ^ n := by
    calc √(π ^ n) = √(((√π) ^ n) ^ 2) := by
          rw [← pow_mul, mul_comm, pow_mul, Real.sq_sqrt Real.pi_pos.le]
      _ = (√π) ^ n := Real.sqrt_sq (by positivity)
  rw [← integral_map hmeas.aemeasurable hi'.aestronglyMeasurable, hmap, integral_smul_measure,
    ENNReal.toReal_ofReal (abs_nonneg _), hval, htr, hdet, Real.sqrt_div (by positivity),
    Real.sqrt_sq_eq_abs, hpi, abs_inv, smul_eq_mul]
  ring

/-- Kinetic matrix element per Cartesian direction: `(1/2) ∇f_Aᵀ Λ ∇f_B` is integrable, with
integral `tr(A C⁻¹ B Λ) √(πⁿ/det C)`, where `C = A + B`. -/
theorem kinetic_element (hA : A.IsSymm) (hB : B.IsSymm) (hC : (A + B).PosDef)
    (Λ : Matrix (Fin n) (Fin n) ℝ) :
    Integrable (kineticDensity Λ (ecg A) (ecg B)) ∧
      ∫ x, kineticDensity Λ (ecg A) (ecg B) x =
        (A * (A + B)⁻¹ * B * Λ).trace * √(π ^ n / (A + B).det) := by
  have hfun : kineticDensity Λ (ecg A) (ecg B) =
      fun x => (0 + x ⬝ᵥ ((2 : ℝ) • (A * Λ * B)) *ᵥ x) * ecg (A + B) x := by
    funext x
    have h := kineticDensity_ecg hA hB Λ 1 1 x
    simp only [one_mul] at h
    exact h
  -- the reduced exponent is the same with A and B exchanged
  have key : ∀ D : Matrix (Fin n) (Fin n) ℝ, D * (A + B) = 1 → (A + B) * D = 1 →
      B * D * A = A * D * B := by
    intro D h1 h2
    have e1 : B * D * A = B * (D * (A + B)) - B * D * B := by noncomm_ring
    have e2 : A * D * B = ((A + B) * D) * B - B * D * B := by noncomm_ring
    rw [e1, e2, h1, h2, Matrix.mul_one, Matrix.one_mul]
  have hu : IsUnit (A + B).det := hC.det_pos.ne'.isUnit
  have htr : (A * Λ * B * (A + B)⁻¹).trace = (A * (A + B)⁻¹ * B * Λ).trace := by
    rw [Matrix.mul_assoc (A * Λ), trace_mul_comm, ← Matrix.mul_assoc,
      key _ (nonsing_inv_mul _ hu) (mul_nonsing_inv _ hu)]
  obtain ⟨hi, hv⟩ := gaussian_quadratic hC 0 ((2 : ℝ) • (A * Λ * B))
  rw [hfun]
  refine ⟨hi, hv.trans ?_⟩
  rw [Matrix.smul_mul, trace_smul, htr, smul_eq_mul]
  ring

/-- Kinetic matrix element in `d` Cartesian directions: the trace acquires the factor `d`
and the overlap factor the power `d`. -/
theorem kinetic_element_dim (d : ℕ) (hA : A.IsSymm) (hB : B.IsSymm) (hC : (A + B).PosDef)
    (Λ : Matrix (Fin n) (Fin n) ℝ) :
    Integrable (totalKineticDensity (d := d) Λ (ecgProd A) (ecgProd B)) ∧
      ∫ r : Fin d → Fin n → ℝ, totalKineticDensity Λ (ecgProd A) (ecgProd B) r =
        d * (A * (A + B)⁻¹ * B * Λ).trace * √(π ^ n / (A + B).det) ^ d := by
  obtain ⟨hT, vT⟩ := kinetic_element hA hB hC Λ
  obtain ⟨hS, vS⟩ := gaussian_quadratic hC 1 0
  simp only [zero_mulVec, dotProduct_zero, add_zero, one_mul, Matrix.zero_mul, trace_zero,
    zero_div] at hS vS
  let F : Fin d → Fin d → (Fin n → ℝ) → ℝ := fun k l =>
    if l = k then kineticDensity Λ (ecg A) (ecg B) else ecg (A + B)
  have hupd : ∀ (D : Matrix (Fin n) (Fin n) ℝ) (r : Fin d → Fin n → ℝ) (k : Fin d)
      (y : Fin n → ℝ), ecgProd D (Function.update r k y) =
        (∏ l ∈ Finset.univ.erase k, ecg D (r l)) * ecg D y := by
    intro D r k y
    rw [ecgProd, ← Finset.mul_prod_erase _ _ (Finset.mem_univ k), mul_comm,
      Function.update_self]
    congr 1
    exact Finset.prod_congr rfl fun l hl => by
      rw [Function.update_of_ne (Finset.ne_of_mem_erase hl)]
  -- each direction contributes one kinetic factor and d - 1 overlap factors
  have hfun : totalKineticDensity (d := d) Λ (ecgProd A) (ecgProd B) =
      fun r => ∑ k, ∏ l, F k l (r l) := by
    funext r
    refine Finset.sum_congr rfl fun k _ => ?_
    have h1 := kineticDensity_ecg hA hB Λ 1 1 (r k)
    simp only [one_mul] at h1
    have h2 : ∏ l ∈ Finset.univ.erase k, F k l (r l) =
        ∏ l ∈ Finset.univ.erase k, ecg A (r l) * ecg B (r l) :=
      Finset.prod_congr rfl fun l hl => by
        simp only [F, if_neg (Finset.ne_of_mem_erase hl), ecg_mul]
    have h3 : F k k (r k) = kineticDensity Λ (ecg A) (ecg B) (r k) := by
      simp only [F, ↓reduceIte]
    simp only [hupd]
    rw [kineticDensity_ecg hA hB, ← Finset.mul_prod_erase _ _ (Finset.mem_univ k), h2, h3,
      Finset.prod_mul_distrib, ← h1]
    ring
  have hF : ∀ k l, Integrable (F k l) := by
    intro k l
    by_cases h : l = k
    · simpa only [F, if_pos h] using hT
    · simpa only [F, if_neg h] using hS
  have hP : ∀ k, Integrable fun r : Fin d → Fin n → ℝ => ∏ l, F k l (r l) :=
    fun k => Integrable.fintype_prod (hF k)
  have vP : ∀ k, ∫ r : Fin d → Fin n → ℝ, ∏ l, F k l (r l) =
      √(π ^ n / (A + B).det) ^ d * (A * (A + B)⁻¹ * B * Λ).trace := by
    intro k
    have h : ∀ l, ∫ x, F k l x = √(π ^ n / (A + B).det) *
        (if l = k then (A * (A + B)⁻¹ * B * Λ).trace else 1) := by
      intro l
      by_cases h : l = k
      · simp only [F, if_pos h, vT]
        ring
      · simp only [F, if_neg h, vS, mul_one]
    rw [integral_fintype_prod_volume_eq_prod (f := F k), Finset.prod_congr rfl fun l _ => h l]
    simp only [Finset.prod_mul_distrib, Finset.prod_const, Finset.card_univ, Fintype.card_fin,
      Finset.prod_ite_eq', Finset.mem_univ, ↓reduceIte]
  rw [hfun]
  refine ⟨MeasureTheory.integrable_finsetSum _ fun k _ => hP k, ?_⟩
  rw [MeasureTheory.integral_finsetSum _ fun k _ => hP k]
  simp only [vP, Finset.sum_const, Finset.card_univ, Fintype.card_fin, nsmul_eq_mul]
  ring

end

end CorrelatedGaussianKinetic
```

```lean
#print axioms CorrelatedGaussianKinetic.kinetic_element_dim
```

```
'CorrelatedGaussianKinetic.kinetic_element_dim' depends on axioms: [propext, Classical.choice, Quot.sound]
```

## How the proof follows the derivation

`grad_ecg` restricts the Gaussian to a coordinate line, where the exponent is a quadratic polynomial. Its prefactor `a` later absorbs the Gaussians of the other directions. `ecg_mul` and `kineticDensity_ecg` then give the quadratic form times the Gaussian of $C$.

`standard_moment` takes the one-dimensional Gaussian integral from Mathlib, obtains the first and second moments from total derivatives that integrate to zero, then multiplies over coordinates; `standard_quadratic` sums the moments. `exists_factor` builds $M$ from the spectral theorem, and `gaussian_quadratic` substitutes $y=Mx$. Its constant `c` also supplies the overlap.

In `kinetic_element`, `key` is the exchange $BC^{-1}A=AC^{-1}B$, and `trace_mul_comm` supplies the cyclic step. In `kinetic_element_dim`, `F k l` selects the kinetic density when `l = k` and the overlap density otherwise, so each integral factorises before the sum over `k`.
